# Energy of coherent rotation from z towards x when the dipolar operator only rescales the uniform states along both axes

On a finite set of sites i carrying real three-component vectors mᵢ, the micromagnetic energy is the sum of an exchange term built from the differences mᵢ − mⱼ, a uniaxial anisotropy −K Σᵢ (mᵢ,z)², a dipolar term ½ Σᵢ mᵢ · (Qm)ᵢ with a linear operator `Q`, and a field term −h Σᵢ mᵢ,z. The theorem `energy_tilt` assumes that `Q` multiplies the uniform unit-vector states along z and x by `n` and `nx`. It states that turning all the vectors together from z towards x by an angle θ changes the energy per site by (1 − cos θ)(h + (K − (n − nx)/2)(1 + cos θ)). The exchange couplings are arbitrary, since exchange vanishes in every uniform state. The proof writes the tilted state as a combination of the two uniform states, uses linearity to find how `Q` acts on it, evaluates the energy terms, and compares the two energies using sin² θ + cos² θ = 1.

An attempt in Lean 4 with a fault in it:

```lean
import Mathlib

open Filter Topology

namespace EnergyTilt

noncomputable section

/-- A configuration assigns a vector of three real components to every site. -/
abbrev Config (ι : Type*) := ι → Fin 3 → ℝ

variable {ι : Type*}

/-- The uniform configuration along `e_z`. -/
def up : Config ι := fun _ => ![0, 0, 1]

/-- The uniform configuration along the transverse axis `e_x`. -/
def inPlane : Config ι := fun _ => ![1, 0, 0]

/-- The uniform configuration turned by the angle `θ` from `e_z` towards `e_x`. -/
def tilt (θ : ℝ) : Config ι := fun _ => ![Real.sin θ, 0, Real.cos θ]

variable [Fintype ι]

/-- The inner product of two configurations, summed over sites. -/
def pair (a b : Config ι) : ℝ := ∑ i, a i ⬝ᵥ b i

/-- The micromagnetic energy: exchange `J`, uniaxial anisotropy `K`, dipolar operator `Q`
and a field `h` along `z`. -/
def energy (J : ι → ι → ℝ) (K h : ℝ) (Q : Config ι →ₗ[ℝ] Config ι) (m : Config ι) : ℝ :=
  (∑ i, ∑ j, J i j * ((m i - m j) ⬝ᵥ (m i - m j))) - K * (∑ i, m i 2 ^ 2)
    + pair m (Q m) / 2 - h * (∑ i, m i 2)

variable {J : ι → ι → ℝ} {K h n : ℝ} {Q : Config ι →ₗ[ℝ] Config ι}

/-- The uniform state along `z` has no exchange energy; the other three terms remain. -/
theorem energy_up : energy J K h Q up =
    0 - K * (Fintype.card ι : ℝ) + pair up (Q up) / 2 - h * (Fintype.card ι : ℝ) := by
  simp [energy, up]

/-- If `Q` maps uniform `e_z` and uniform `e_x` to `n` and `nx` times themselves, this is the
energy of coherent rotation by the angle `θ`. -/
theorem energy_tilt {nx : ℝ} (hup : Q up = n • up) (hx : Q inPlane = nx • inPlane) (θ : ℝ) :
    energy J K h Q (tilt θ) = energy J K h Q up + (Fintype.card ι : ℝ) *
      ((1 - Real.cos θ) * (h + (K - (n - nx) / 2) * (1 + Real.cos θ))) := by
  have ht : (tilt θ : Config ι) = Real.sin θ • inPlane + Real.cos θ • up := by
    ext i k
    fin_cases k <;> simp [tilt, inPlane, up]
  have hQ : Q (tilt θ) = fun _ => ![nx * Real.sin θ, 0, n * Real.cos θ] := by
    rw [ht, map_add, map_smul, map_smul, hx, hup]
    ext i k
    fin_cases k <;> simp [inPlane, up, mul_comm]
  have hp : pair (tilt θ) (Q (tilt θ)) = (Fintype.card ι : ℝ) *
      (Real.sin θ * (nx * Real.sin θ) + Real.cos θ * (n * Real.cos θ)) := by
    rw [hQ]
    simp [pair, tilt, dotProduct, Fin.sum_univ_three]
  have hu : pair up (Q up) = (Fintype.card ι : ℝ) * n := by
    rw [hup]
    simp [pair, up, dotProduct, Fin.sum_univ_three]
  have he : energy J K h Q (tilt θ) = 0 - K * ((Fintype.card ι : ℝ) * Real.cos θ ^ 2)
      + (Fintype.card ι : ℝ) *
        (Real.sin θ * (nx * Real.sin θ) + Real.cos θ * (n * Real.cos θ)) / 2
      - h * ((Fintype.card ι : ℝ) * Real.cos θ) := by
    unfold energy
    rw [hp]
    simp [tilt]
  rw [he, energy_up, hu]
  linear_combination ((Fintype.card ι : ℝ) * nx / 2) * Real.sin_sq_add_cos_sq θ

end

end EnergyTilt
```

The compiler's answer:

```
Main.lean:54:74: error: unsolved goals
ι : Type u_1
inst✝ : Fintype ι
J : ι → ι → ℝ
K h n : ℝ
Q : Config ι →ₗ[ℝ] Config ι
nx : ℝ
hup : Q up = n • up
hx : Q inPlane = nx • inPlane
θ : ℝ
ht : tilt θ = Real.sin θ • inPlane + Real.cos θ • up
hQ : Q (tilt θ) = fun x => ![nx * Real.sin θ, 0, n * Real.cos θ]
⊢ ↑(Fintype.card ι) * (Real.sin θ * (nx * Real.sin θ)) + ↑(Fintype.card ι) * (Real.cos θ * (n * Real.cos θ)) =
    ↑(Fintype.card ι) * (Real.sin θ * (nx * Real.sin θ) + Real.cos θ * (n * Real.cos θ))
```

Cause. The single error is in `hp`, the step that evaluates the dipolar pairing of the tilted state with its image under `Q`. After `rw [hQ]`, the summand is the same at every site, so `simp` turns the sum over sites into a natural-number multiple of a sine term plus a cosine term. The simp lemma `smul_add` distributes that multiple over the two terms, and each multiple then becomes an ordinary product with `↑(Fintype.card ι)`. The right side of `hp` is written as a real product from the start, and `simp` does not by default distribute multiplication over addition there, so it keeps its brackets. The two sides are equal by distributivity, but `simp` leaves them in different forms and the goal stays open.

The added `ring` proves the remaining equation, because it is an identity in the commutative ring of real numbers. It needs no trigonometric fact: the sines and cosines are the same on both sides.

As a diff, the version that Lean accepts:

```diff
@@ -55,4 +55,5 @@
     rw [hQ]
     simp [pair, tilt, dotProduct, Fin.sum_univ_three]
+    ring
   have hu : pair up (Q up) = (Fintype.card ι : ℝ) * n := by
     rw [hup]
```
